# Two degenerate levels with equally strong couplings transmit nothing if the signs differ at one lead only

A transport code that adds up the transmissions of individual levels can report a large current through a junction that passes none. Take two degenerate levels whose couplings to the leads all have the same magnitude, with equal signs on the left and opposite signs on the right. At resonance each level alone transmits perfectly, so the sum is 2, but the coherent transmission is 0.

The same error appears if the code drops the off-diagonal elements of the two broadening matrices. In this junction they cancel in the total broadening, so the Green function and the density of states stay correct. The transmission is wrong all the same, and a check of the spectrum won't reveal it.

## Transmission as a squared difference of Green functions

Let the levels have energies $a$ and $b$, and let the leads broaden them by

$$
\Gamma_L = g\begin{pmatrix}1&1\\1&1\end{pmatrix},\qquad
\Gamma_R = g\begin{pmatrix}1&-1\\-1&1\end{pmatrix},\qquad g>0 .
$$

With $H=\mathrm{diag}(a,b)$ and $G=(E-H+i(\Gamma_L+\Gamma_R)/2)^{-1}$, the transmission at real energy $E$ is

$$
T=\mathrm{Tr}(\Gamma_L G\,\Gamma_R G^\dagger)
=\frac{g^2(a-b)^2}{((E-a)^2+g^2)((E-b)^2+g^2)} .
$$

For levels at $\pm d/2$ this becomes

$$
T=\frac{g^2d^2}{((E-d/2)^2+g^2)((E+d/2)^2+g^2)} .
$$

It vanishes exactly when $d=0$, whatever the energy. It never exceeds 1, and it equals 1 exactly when $E^2+g^2=(d/2)^2$.

## Where a Landauer code depends on the off-diagonal broadening

For coherent transport, a non-equilibrium Green function code can evaluate this trace at each energy and integrate it, weighted by the difference of the leads' Fermi functions, to obtain a current. For two non-interacting levels, the closed formula gives a reference value that is sensitive to the relative signs of the couplings. A test at $d=0$ separates the coherent trace from a sum over levels, and a test at $E^2+g^2=(d/2)^2$ checks the normalisation.

Rate equations that keep only the populations of the levels discard the same phase information. For degenerate or nearly degenerate levels, this model shows how much that can matter even before interactions are included.

## From the matrix trace to the closed formula

The off-diagonal broadenings cancel: $\Gamma_L+\Gamma_R=2g\,\mathbb 1$. The matrix to be inverted is therefore diagonal, and

$$
G=\begin{pmatrix}G_a&0\\0&G_b\end{pmatrix},\qquad
G_e=\frac{1}{E-e+ig}\quad (e=a,b).
$$

Since $|E-e+ig|^2=(E-e)^2+g^2>0$, both entries are well defined.

Write $\Gamma_L=g\,uu^T$ and $\Gamma_R=g\,vv^T$ with $u=(1,1)^T$ and $v=(1,-1)^T$. Then

$$
T=g^2\,|u^TGv|^2=g^2|G_a-G_b|^2 .
$$

The vectors $u$ and $v$ have length $\sqrt2$. In normalised terms, the left lead couples to $u/\sqrt2$ and the right lead to $v/\sqrt2$, each with width $2g$. For levels at $\pm d/2$ the Hamiltonian connects these two states with matrix element $d/2$, so at $d=0$ an electron entering from the left has no path to the right.

Expanding the square gives

$$
T=g^2|G_a|^2+g^2|G_b|^2-2g^2\,\mathrm{Re}(G_aG_b^*) .
$$

The first two terms are the single-level transmissions $g^2/((E-e)^2+g^2)$, which are positive. The third is the interference term that a sum over levels omits. Subtracting the fractions directly yields

$$
G_a-G_b=\frac{a-b}{(E-a+ig)(E-b+ig)},
$$

and the squared modulus, multiplied by $g^2$, is the closed formula. Its denominator is positive, so $T=0$ exactly when $a=b$.

For the upper bound, set $a=d/2$ and $b=-d/2$ and subtract the numerator from the denominator:

$$
\begin{aligned}
&((E-d/2)^2+g^2)((E+d/2)^2+g^2)-g^2d^2\\
&\quad=(E^2+g^2+d^2/4)^2-E^2d^2-g^2d^2\\
&\quad=(E^2+g^2-d^2/4)^2\ge 0 .
\end{aligned}
$$

Hence $T\le1$, with equality exactly when the square is zero. A real energy with $T=1$ exists only if $|d|\ge2g$.

## The Lean file

```lean
import Mathlib

open Matrix Complex

namespace TwoLevelInterference

noncomputable section

/-- Hamiltonian of two uncoupled levels with energies `a` and `b`. -/
def hamiltonian (a b : ℝ) : Matrix (Fin 2) (Fin 2) ℂ := !![(a : ℂ), 0; 0, (b : ℂ)]

/-- Broadening by the left lead, which couples to both levels with the same sign. -/
def gammaL (g : ℝ) : Matrix (Fin 2) (Fin 2) ℂ := !![(g : ℂ), (g : ℂ); (g : ℂ), (g : ℂ)]

/-- Broadening by the right lead, which couples to the two levels with opposite signs. -/
def gammaR (g : ℝ) : Matrix (Fin 2) (Fin 2) ℂ := !![(g : ℂ), -(g : ℂ); -(g : ℂ), (g : ℂ)]

/-- Retarded Green function `(E - H + i(ΓL + ΓR)/2)⁻¹` of the two-level junction. -/
def green (g a b E : ℝ) : Matrix (Fin 2) (Fin 2) ℂ :=
  ((E : ℂ) • (1 : Matrix (Fin 2) (Fin 2) ℂ) - hamiltonian a b
    + (I / 2) • (gammaL g + gammaR g))⁻¹

/-- Coherent transmission `Tr(ΓL G ΓR G^H)` at energy `E`. -/
def transmission (g a b E : ℝ) : ℂ :=
  trace (gammaL g * green g a b E * gammaR g * (green g a b E)ᴴ)

/-- Inverse Green function of one level `e` with width `g` from each of the two leads. -/
def levelDen (g e E : ℝ) : ℂ := (E : ℂ) - (e : ℂ) + I * ((g : ℂ) + (g : ℂ)) / 2

/-- Transmission `g · g · |G|²` through one level `e` alone. -/
def levelTransmission (g e E : ℝ) : ℝ := g * g * normSq (levelDen g e E)⁻¹

/-- The squared modulus of the inverse single-level Green function is `(E - e)² + g²`. -/
theorem normSq_levelDen (g e E : ℝ) : normSq (levelDen g e E) = (E - e) ^ 2 + g ^ 2 := by
  have h : levelDen g e E = ((E - e : ℝ) : ℂ) + (g : ℂ) * I := by
    unfold levelDen
    push_cast
    ring
  rw [h, Complex.normSq_add_mul_I]

/-- A level with positive width has a nonzero inverse Green function at every real energy. -/
theorem levelDen_ne_zero {g : ℝ} (hg : 0 < g) (e E : ℝ) : levelDen g e E ≠ 0 := by
  apply Complex.normSq_pos.mp
  rw [normSq_levelDen]
  positivity

/-- The Green function of the junction is diagonal, with the single-level Green functions
as its entries. -/
theorem green_eq {g : ℝ} (hg : 0 < g) (a b E : ℝ) :
    green g a b E = !![(levelDen g a E)⁻¹, 0; 0, (levelDen g b E)⁻¹] := by
  have ha := levelDen_ne_zero hg a E
  have hb := levelDen_ne_zero hg b E
  -- the off-diagonal broadenings of the two leads cancel
  have hM : (E : ℂ) • (1 : Matrix (Fin 2) (Fin 2) ℂ) - hamiltonian a b
      + (I / 2) • (gammaL g + gammaR g) = !![levelDen g a E, 0; 0, levelDen g b E] := by
    ext i j
    fin_cases i <;> fin_cases j <;>
      simp [hamiltonian, gammaL, gammaR, levelDen] <;> ring
  unfold green
  rw [hM]
  apply Matrix.inv_eq_right_inv
  ext i j
  fin_cases i <;> fin_cases j <;> simp [Matrix.mul_apply, Fin.sum_univ_succ, ha, hb]

/-- The transmission is `g²` times the squared modulus of the difference of the two
single-level Green functions. -/
theorem transmission_eq_amplitude {g : ℝ} (hg : 0 < g) (a b E : ℝ) :
    transmission g a b E =
      ((g ^ 2 * normSq ((levelDen g a E)⁻¹ - (levelDen g b E)⁻¹) : ℝ) : ℂ) := by
  unfold transmission
  rw [green_eq hg]
  generalize (levelDen g a E)⁻¹ = z
  generalize (levelDen g b E)⁻¹ = w
  rw [Complex.ofReal_mul, ← Complex.mul_conj, map_sub, Complex.ofReal_pow]
  simp only [gammaL, gammaR, Matrix.trace_fin_two, Matrix.mul_apply, Fin.sum_univ_two,
    Matrix.conjTranspose_apply, Matrix.of_apply, Matrix.cons_val_zero, Matrix.cons_val_one,
    Matrix.cons_val', Matrix.cons_val_fin_one, star_zero, starRingEnd_apply]
  ring

/-- The coherent transmission is the incoherent sum of the single-level transmissions minus
an interference term. -/
theorem transmission_eq_incoherent_sub {g : ℝ} (hg : 0 < g) (a b E : ℝ) :
    transmission g a b E =
      ((levelTransmission g a E + levelTransmission g b E
        - 2 * g ^ 2 * ((levelDen g a E)⁻¹ * starRingEnd ℂ (levelDen g b E)⁻¹).re : ℝ) : ℂ) := by
  rw [transmission_eq_amplitude hg, Complex.normSq_sub]
  unfold levelTransmission
  congr 1
  ring

/-- Closed formula for the coherent transmission through two levels at arbitrary energies. -/
theorem transmission_eq {g : ℝ} (hg : 0 < g) (a b E : ℝ) :
    transmission g a b E =
      ((g ^ 2 * (a - b) ^ 2 / (((E - a) ^ 2 + g ^ 2) * ((E - b) ^ 2 + g ^ 2)) : ℝ) : ℂ) := by
  have hd : levelDen g b E - levelDen g a E = ((a - b : ℝ) : ℂ) := by
    unfold levelDen
    push_cast
    ring
  rw [transmission_eq_amplitude hg,
    inv_sub_inv (levelDen_ne_zero hg a E) (levelDen_ne_zero hg b E), hd,
    Complex.normSq_div, Complex.normSq_mul, normSq_levelDen, normSq_levelDen,
    Complex.normSq_ofReal]
  congr 1
  ring

/-- For levels at `d/2` and `-d/2` the transmission is
`g² d² / (((E - d/2)² + g²)((E + d/2)² + g²))`. -/
theorem transmission_split {g : ℝ} (hg : 0 < g) (d E : ℝ) :
    transmission g (d / 2) (-(d / 2)) E =
      ((g ^ 2 * d ^ 2 / (((E - d / 2) ^ 2 + g ^ 2) * ((E + d / 2) ^ 2 + g ^ 2)) : ℝ) : ℂ) := by
  rw [transmission_eq hg, show E - -(d / 2) = E + d / 2 by ring,
    show d / 2 - -(d / 2) = d by ring]

/-- The coherent transmission vanishes exactly when the splitting `d` is zero, while the
incoherent sum of the single-level transmissions is positive for every `d`. -/
theorem blocked_iff_degenerate {g : ℝ} (hg : 0 < g) (d E : ℝ) :
    (transmission g (d / 2) (-(d / 2)) E = 0 ↔ d = 0) ∧
      0 < levelTransmission g (d / 2) E + levelTransmission g (-(d / 2)) E := by
  constructor
  · have hD : ((E - d / 2) ^ 2 + g ^ 2) * ((E + d / 2) ^ 2 + g ^ 2) ≠ 0 := by positivity
    rw [transmission_split hg, Complex.ofReal_eq_zero, div_eq_zero_iff]
    constructor
    · intro h
      have h1 := h.resolve_right hD
      have h2 := (mul_eq_zero.mp h1).resolve_left (pow_ne_zero 2 hg.ne')
      exact pow_eq_zero_iff two_ne_zero |>.mp h2
    · intro h
      left
      rw [h]
      ring
  · have pos : ∀ e : ℝ, 0 < levelTransmission g e E := fun e =>
      mul_pos (mul_pos hg hg)
        (Complex.normSq_pos.mpr (inv_ne_zero (levelDen_ne_zero hg e E)))
    exact add_pos (pos _) (pos _)

/-- The transmission never exceeds one, and it equals one exactly when
`E² + g² = (d/2)²`. -/
theorem perfect_transmission_iff {g : ℝ} (hg : 0 < g) (d E : ℝ) :
    (transmission g (d / 2) (-(d / 2)) E).re ≤ 1 ∧
      (transmission g (d / 2) (-(d / 2)) E = 1 ↔ E ^ 2 + g ^ 2 = (d / 2) ^ 2) := by
  have hD : 0 < ((E - d / 2) ^ 2 + g ^ 2) * ((E + d / 2) ^ 2 + g ^ 2) := by positivity
  -- denominator minus numerator is a perfect square
  have key : ((E - d / 2) ^ 2 + g ^ 2) * ((E + d / 2) ^ 2 + g ^ 2) - g ^ 2 * d ^ 2
      = (E ^ 2 + g ^ 2 - (d / 2) ^ 2) ^ 2 := by ring
  rw [transmission_split hg]
  constructor
  · rw [Complex.ofReal_re, div_le_one hD]
    have hs := sq_nonneg (E ^ 2 + g ^ 2 - (d / 2) ^ 2)
    rw [← key] at hs
    exact sub_nonneg.mp hs
  · rw [Complex.ofReal_eq_one, div_eq_one_iff_eq hD.ne']
    constructor
    · intro h
      rw [h, sub_self] at key
      exact sub_eq_zero.mp (pow_eq_zero_iff two_ne_zero |>.mp key.symm)
    · intro h
      rw [h, sub_self, zero_pow two_ne_zero] at key
      exact (sub_eq_zero.mp key).symm

end

end TwoLevelInterference
```

```lean
#print axioms TwoLevelInterference.transmission_eq_amplitude
#print axioms TwoLevelInterference.transmission_eq_incoherent_sub
#print axioms TwoLevelInterference.blocked_iff_degenerate
#print axioms TwoLevelInterference.perfect_transmission_iff
```

```
'TwoLevelInterference.transmission_eq_amplitude' depends on axioms: [propext, Classical.choice, Quot.sound]
'TwoLevelInterference.transmission_eq_incoherent_sub' depends on axioms: [propext, Classical.choice, Quot.sound]
'TwoLevelInterference.blocked_iff_degenerate' depends on axioms: [propext, Classical.choice, Quot.sound]
'TwoLevelInterference.perfect_transmission_iff' depends on axioms: [propext, Classical.choice, Quot.sound]
```

## Exact algebra for two non-interacting levels

The definitions `hamiltonian`, `gammaL` and `gammaR` are explicit complex $2\times2$ matrices built from real parameters. `green` is the matrix inverse itself, not a formula put in its place, and `transmission` is the trace with the conjugate transpose `ᴴ` for $G^\dagger$. The scalar `levelDen g e E` is $E-e+ig$, the inverse of $G_e$, and `levelTransmission` is $g\cdot g\,|G_e|^2$; `normSq` denotes the squared modulus.

The broadenings are full widths in energy units, entering $G$ with the factor $i/2$. Because `transmission` is complex-valued, `transmission_eq` and `transmission_split` equate it to a real number regarded as complex, which also shows that its imaginary part is zero. The bound in `perfect_transmission_iff` is stated for the real part.

The only hypothesis is `0 < g`, which says that the leads really do broaden the levels. The energies, the splitting and $E$ are arbitrary real numbers. In `blocked_iff_degenerate`, the incoherent sum is positive for every $d$, including $d=0$.

The model has no charging energy, so the blocking is destructive interference and not Coulomb blockade. The widths do not depend on energy, the leads do not shift the levels, all couplings have equal magnitude, and there is no dephasing. The theorems concern exact real and complex numbers; rounding in a numerical inversion is a separate question.

### How the lemmas follow the derivation

`normSq_levelDen` computes $(E-e)^2+g^2$, and `levelDen_ne_zero` uses its positivity to exclude a zero denominator. `green_eq` then establishes the diagonal form of $G$.

In `transmission_eq_amplitude`, the two `generalize` steps replace $G_a$ and $G_b$ by arbitrary complex numbers $z$ and $w$. After the matrix products are expanded, what remains is a polynomial identity in $z$, $w$ and their conjugates, which `ring` proves. `transmission_eq_incoherent_sub` expands the squared difference, while `transmission_eq` subtracts the fractions with `inv_sub_inv`.

The remaining theorems specialise to $\pm d/2$. `blocked_iff_degenerate` reads off the zeros of the numerator, and the equation `key` in `perfect_transmission_iff` is the perfect square derived above.

### Replacing an inverse by a multiplication

The step from the matrix definition of $G$ to its diagonal form rests on `Matrix.inv_eq_right_inv`. For square matrices $A$ and $B$, it turns a proof of $AB=1$ into the equation $A^{-1}=B$. No determinant or adjugate has to be computed: one proposes the inverse and checks the product.

Here $A$ is the diagonal matrix of `levelDen` values and $B$ is the diagonal matrix of their inverses. `fin_cases` splits the product into its four entries, and `simp` checks each one. The diagonal entries reduce to $x\,x^{-1}=1$, which requires $x\neq0$; the facts `ha` and `hb` supply this, and both come from $g>0$. The positive width thus enters the proof at the same point as in the physics, where it keeps the poles of $G$ off the real energy axis.

A code can apply the same test to a computed Green function: multiply it by $E-H+i(\Gamma_L+\Gamma_R)/2$ and compare the product with the identity. That checks the inversion, but the transmission still needs its own test, since the broadening matrices enter the trace separately.
